# Positive curvature along the step does not guarantee a positive definite SR1 update

## Hessians as real matrices

When a geometry optimiser seeks an energy minimum with an approximate Hessian built from gradient changes, it matters whether the updated matrix still has positive curvature in every direction; here that condition is modelled as strict positivity of a real quadratic form, with symmetry stated separately. If it fails, the quasi-Newton step can lead uphill in energy.

Let \(B\) be the current Hessian approximation, \(s\) the step and \(y\) the change of gradient. The secant residual \(r=y-Bs\) is the part of \(y\) that \(B\) fails to predict. For \(r^Ts\ne0\), the symmetric rank-one (SR1) update is

\[
B'=B+\frac{rr^T}{r^Ts}.
\]

It satisfies the secant equation, since \(B's=Bs+r=y\).

## An indefinite update from positive curvature

Take \(B=I\), \(s=(1,0)\) and \(y=(1/2,1)\). The measured curvature is \(y^Ts=1/2\); no normalisation is needed because \(s\) has unit length. Then \(r=(-1/2,1)\), \(r^Ts=-1/2\), and

\[
B'=I-2\begin{pmatrix}1/4&-1/2\\-1/2&1\end{pmatrix}
=\begin{pmatrix}1/2&1\\1&-1\end{pmatrix}.
\]

The determinant is \(-1/2-1=-3/2\), and the direction \((0,1)\) has curvature \(-1\).

The data are not to blame. The symmetric matrix \(H=\begin{pmatrix}1/2&1\\1&3\end{pmatrix}\) also satisfies \(Hs=y\), and

\[
x^THx=\tfrac12(x_0+2x_1)^2+x_1^2
\]

is positive for \(x\neq0\). A quadratic energy with Hessian \(H\) would therefore produce exactly this gradient change.

## When the update stays positive definite

Let \(B\) be symmetric positive definite, \(Bz=y\) and \(r^Ts\ne0\). Then \(B'\) is positive definite exactly when

\[
s^TBs<y^Ts\quad\text{or}\quad y^Tz<y^Ts.
\]

To derive this, set \(w=z-s\), so that \(Bw=r\), and write

\[
d=r^Ts=y^Ts-s^TBs,\qquad q=r^Tw=w^TBw.
\]

Symmetry gives \(s^TBz=s^Ty\), hence \(q+d=r^Tz=y^Tz-y^Ts\). For any \(x\),

\[
x^TB'x=x^TBx+\frac{(r^Tx)^2}{d}.
\]

If \(d>0\), the first inequality holds and the correction is nonnegative, so \(B'\) is positive definite.

If \(d<0\), the first inequality fails, and the second says \(q+d<0\). Cauchy–Schwarz in the metric of \(B\) gives \((r^Tx)^2=(x^TBw)^2\le q\,x^TBx\), so

\[
x^TB'x\ge x^TBx\,(1+q/d),
\]

which is positive for \(x\ne0\) when \(q+d<0\). Conversely, \(r\ne0\) forces \(w\ne0\), so \(q>0\), and \(w^TB'w=q(q+d)/d\) is positive only if \(q+d<0\).

In the example \(z=y\), and both inequalities fail: \(1\not<1/2\) and \(5/4\not<1/2\).

## The statements in Lean

Vectors are functions `n → ℝ` on a finite index type. `⬝ᵥ` is the dot product, `*ᵥ` applies a matrix to a vector, and `vecMulVec r r` is \(rr^T\). `PositiveForm` is the strict positivity above. Mathlib's `PosSemidef` includes symmetry, but the example fails it through a negative curvature, not through asymmetry.

`sr1_positive_iff` is the criterion, with `hne` stating \(r^Ts\ne0\). At zero denominator Lean's inverse is zero and `sr1` returns \(B\), which satisfies the secant equation only if \(r=0\). `sr1_counterexample` collects the curvature, denominator, determinant and failure of semidefiniteness.

The theorems concern a single update with given real vectors; that \(y\) is the gradient difference of a molecular energy along \(s\) is the physical reading, not a hypothesis.

```lean
import Mathlib

open Matrix

namespace SymmetricRankOne

noncomputable section

variable {n : Type*} [Fintype n]

/-- The secant residual `r = y - B s`: the part of the gradient change `y` that the
Hessian approximation `B` fails to predict for the step `s`. -/
def residual (B : Matrix n n ℝ) (s y : n → ℝ) : n → ℝ := y - B *ᵥ s

/-- The symmetric rank-one update `B + r rᵀ / (rᵀ s)` with `r = y - B s`.
Its domain is `rᵀ s ≠ 0`. -/
def sr1 (B : Matrix n n ℝ) (s y : n → ℝ) : Matrix n n ℝ :=
  B + (residual B s y ⬝ᵥ s)⁻¹ • vecMulVec (residual B s y) (residual B s y)

/-- The quadratic form of `B` is strictly positive in every nonzero direction. -/
def PositiveForm (B : Matrix n n ℝ) : Prop := ∀ x : n → ℝ, x ≠ 0 → 0 < x ⬝ᵥ B *ᵥ x

/-- A symmetric rank-one correction changes the image of `x` only along `r`. -/
theorem rank_one_mulVec (B : Matrix n n ℝ) (c : ℝ) (r x : n → ℝ) :
    (B + c • vecMulVec r r) *ᵥ x = B *ᵥ x + (c * (r ⬝ᵥ x)) • r := by
  ext i
  simp only [Matrix.mulVec, dotProduct, Matrix.add_apply, Matrix.smul_apply,
    Matrix.vecMulVec_apply, Pi.add_apply, Pi.smul_apply, smul_eq_mul, add_mul,
    Finset.sum_add_distrib, Finset.mul_sum, Finset.sum_mul]
  congr 1
  apply Finset.sum_congr rfl
  intros
  ring

/-- If the SR1 denominator is nonzero, the updated matrix satisfies the secant
equation `B' s = y`. -/
theorem sr1_secant (B : Matrix n n ℝ) (s y : n → ℝ) (hne : residual B s y ⬝ᵥ s ≠ 0) :
    sr1 B s y *ᵥ s = y := by
  rw [sr1, rank_one_mulVec, inv_mul_cancel₀ hne, one_smul, residual]
  abel

/-- The SR1 update of a symmetric matrix is symmetric. -/
theorem sr1_isSymm (B : Matrix n n ℝ) (s y : n → ℝ) (hB : B.IsSymm) :
    (sr1 B s y).IsSymm := by
  apply Matrix.IsSymm.ext
  intro i j
  simp only [sr1, Matrix.add_apply, Matrix.smul_apply, Matrix.vecMulVec_apply,
    smul_eq_mul, hB.apply i j]
  ring

/-- For a nonzero denominator `rᵀ s`, the SR1 update changes the quadratic form `xᵀ B x` by
`(rᵀ x)² / (rᵀ s)`. -/
theorem sr1_form (B : Matrix n n ℝ) (s y x : n → ℝ) :
    x ⬝ᵥ sr1 B s y *ᵥ x =
      x ⬝ᵥ B *ᵥ x + (residual B s y ⬝ᵥ x) ^ 2 / (residual B s y ⬝ᵥ s) := by
  rw [sr1, rank_one_mulVec, dotProduct_add, dotProduct_smul, smul_eq_mul,
    dotProduct_comm x (residual B s y)]
  ring

/-- The two vectors in the bilinear form of a symmetric matrix may be exchanged: `uᵀ B v = vᵀ B u`.
-/
theorem form_comm {B : Matrix n n ℝ} (hB : B.IsSymm) (u v : n → ℝ) :
    u ⬝ᵥ B *ᵥ v = v ⬝ᵥ B *ᵥ u := by
  rw [Matrix.dotProduct_mulVec, ← Matrix.mulVec_transpose, hB.eq, dotProduct_comm]

/-- The Cauchy-Schwarz inequality in the metric of a symmetric positive definite `B`. -/
theorem form_cauchy_schwarz {B : Matrix n n ℝ} (hB : B.IsSymm) (hpos : PositiveForm B)
    (x w : n → ℝ) : (x ⬝ᵥ B *ᵥ w) ^ 2 ≤ (x ⬝ᵥ B *ᵥ x) * (w ⬝ᵥ B *ᵥ w) := by
  by_cases hw : w = 0
  · simp [hw]
  have hq := hpos w hw
  -- The form is nonnegative everywhere; `h1` uses this on a multiple of the component of `x` that is `B`-orthogonal to `w`.
  have h0 : ∀ u : n → ℝ, 0 ≤ u ⬝ᵥ B *ᵥ u := by
    intro u
    by_cases hu : u = 0
    · simp [hu]
    · exact (hpos u hu).le
  have h1 := h0 ((w ⬝ᵥ B *ᵥ w) • x - (x ⬝ᵥ B *ᵥ w) • w)
  simp only [Matrix.mulVec_sub, Matrix.mulVec_smul, sub_dotProduct, dotProduct_sub,
    smul_dotProduct, dotProduct_smul, smul_eq_mul, form_comm hB w x] at h1
  exact le_of_mul_le_mul_left (by nlinarith [h1]) hq

/-- Let `B` be symmetric positive definite, `B z = y`, and the SR1 denominator nonzero.
The update is positive definite exactly when `sᵀ B s < yᵀ s` or `yᵀ z < yᵀ s`. -/
theorem sr1_positive_iff {B : Matrix n n ℝ} (hB : B.IsSymm) (hpos : PositiveForm B)
    {s y z : n → ℝ} (hz : B *ᵥ z = y) (hne : residual B s y ⬝ᵥ s ≠ 0) :
    PositiveForm (sr1 B s y) ↔ s ⬝ᵥ B *ᵥ s < y ⬝ᵥ s ∨ y ⬝ᵥ z < y ⬝ᵥ s := by
  have hd : residual B s y ⬝ᵥ s = y ⬝ᵥ s - s ⬝ᵥ B *ᵥ s := by
    rw [residual, sub_dotProduct, dotProduct_comm (B *ᵥ s) s]
  have hq : residual B s y ⬝ᵥ (z - s) + residual B s y ⬝ᵥ s = y ⬝ᵥ z - y ⬝ᵥ s := by
    rw [← dotProduct_add, sub_add_cancel, residual, sub_dotProduct,
      dotProduct_comm (B *ᵥ s) z, form_comm hB z s, hz, dotProduct_comm s y]
  have hBw : B *ᵥ (z - s) = residual B s y := by
    rw [Matrix.mulVec_sub, hz, residual]
  generalize z - s = w at hq hBw
  have hww : w ⬝ᵥ B *ᵥ w = residual B s y ⬝ᵥ w := by
    rw [hBw, dotProduct_comm]
  constructor
  · intro h
    rcases lt_or_gt_of_ne hne with hneg | hp
    · right
      have hw0 : w ≠ 0 := by
        intro h0
        apply hne
        rw [← hBw, h0, Matrix.mulVec_zero, zero_dotProduct]
      -- Test the updated form on `w`, the solution of `B w = r`.
      have h1 := h w hw0
      have h2 := hpos w hw0
      rw [sr1_form, hww] at h1
      rw [hww] at h2
      by_contra hc
      have hc' : 0 ≤ residual B s y ⬝ᵥ w + residual B s y ⬝ᵥ s := by linarith
      have h3 : (residual B s y ⬝ᵥ w) ^ 2 / (residual B s y ⬝ᵥ s)
          ≤ -(residual B s y ⬝ᵥ w) := by
        rw [div_le_iff_of_neg hneg]
        nlinarith [mul_nonneg h2.le hc']
      linarith
    · left
      linarith
  · intro h x hx
    have hx' := hpos x hx
    rw [sr1_form]
    rcases lt_or_gt_of_ne hne with hneg | hp
    · have hlt : residual B s y ⬝ᵥ w + residual B s y ⬝ᵥ s < 0 := by
        rcases h with h | h <;> linarith
      -- Cauchy-Schwarz bounds the negative correction by the old value of the form at `x`.
      have hcs := form_cauchy_schwarz hB hpos x w
      rw [hww, hBw, dotProduct_comm x (residual B s y)] at hcs
      have h3 : -(x ⬝ᵥ B *ᵥ x) <
          (residual B s y ⬝ᵥ x) ^ 2 / (residual B s y ⬝ᵥ s) := by
        rw [lt_div_iff_of_neg hneg]
        nlinarith [mul_pos hx' (neg_pos.mpr hlt)]
      linarith
    · have h3 := div_nonneg (sq_nonneg (residual B s y ⬝ᵥ x)) hp.le
      linarith

/-- The step `s = (1, 0)` of the counter-example. -/
def step : Fin 2 → ℝ := ![1, 0]

/-- The gradient change `y = (1/2, 1)` of the counter-example. -/
def gradChange : Fin 2 → ℝ := ![1 / 2, 1]

/-- Starting from the identity, the SR1 update for `s = (1, 0)` and `y = (1/2, 1)` is
`[[1/2, 1], [1, -1]]`. -/
theorem sr1_example_eq : sr1 1 step gradChange = !![1 / 2, 1; 1, -1] := by
  ext i j
  fin_cases i <;> fin_cases j <;>
    norm_num [sr1, residual, step, gradChange, Matrix.vecMulVec_apply, dotProduct,
      Fin.sum_univ_succ]

/-- Positive curvature does not protect SR1: here `yᵀ s = 1/2` and the denominator is
`-1/2`, yet the update of the identity has determinant `-3/2` and is not positive
semidefinite. -/
theorem sr1_counterexample :
    gradChange ⬝ᵥ step = 1 / 2 ∧ residual 1 step gradChange ⬝ᵥ step = -1 / 2 ∧
      (sr1 1 step gradChange).det = -3 / 2 ∧ ¬ (sr1 1 step gradChange).PosSemidef := by
  refine ⟨?_, ?_, ?_, ?_⟩
  · norm_num [gradChange, step, dotProduct, Fin.sum_univ_succ]
  · norm_num [residual, gradChange, step, dotProduct, Fin.sum_univ_succ]
  · rw [sr1_example_eq, Matrix.det_fin_two_of]
    norm_num
  · intro h
    rw [sr1_example_eq] at h
    -- The direction `(0, 1)` has curvature `-1`.
    have h1 := h.dotProduct_mulVec_nonneg ![0, 1]
    norm_num [Matrix.mulVec, dotProduct, Fin.sum_univ_succ] at h1

/-- The same step and gradient change admit a symmetric positive definite matrix
satisfying the secant equation, namely `[[1/2, 1], [1, 3]]`. -/
theorem positive_secant_matrix :
    !![1 / 2, 1; 1, 3] *ᵥ step = gradChange ∧
      (!![1 / 2, 1; 1, 3] : Matrix (Fin 2) (Fin 2) ℝ).IsSymm ∧
      PositiveForm (!![1 / 2, 1; 1, 3] : Matrix (Fin 2) (Fin 2) ℝ) := by
  refine ⟨?_, ?_, ?_⟩
  · ext i
    fin_cases i <;> simp [step, gradChange, Matrix.mulVec, dotProduct, Fin.sum_univ_succ]
  · apply Matrix.IsSymm.ext
    intro i j
    fin_cases i <;> fin_cases j <;> simp
  · intro x hx
    -- Complete the square.
    have hform : x ⬝ᵥ !![1 / 2, 1; 1, 3] *ᵥ x =
        1 / 2 * (x 0 + 2 * x 1) ^ 2 + x 1 ^ 2 := by
      simp [Matrix.mulVec, dotProduct, Fin.sum_univ_two]
      ring
    rw [hform]
    by_contra hn
    have ha := sq_nonneg (x 0 + 2 * x 1)
    have hb := sq_nonneg (x 1)
    have h1 : x 1 = 0 := (pow_eq_zero_iff two_ne_zero).mp (by linarith)
    have h2 : x 0 + 2 * x 1 = 0 := (pow_eq_zero_iff two_ne_zero).mp (by linarith)
    have h0 : x 0 = 0 := by linarith
    exact hx (funext (Fin.forall_fin_two.mpr ⟨h0, h1⟩))

end

end SymmetricRankOne
```

```lean
#print axioms SymmetricRankOne.sr1_isSymm
#print axioms SymmetricRankOne.sr1_positive_iff
#print axioms SymmetricRankOne.sr1_counterexample
#print axioms SymmetricRankOne.positive_secant_matrix
```

```
'SymmetricRankOne.sr1_isSymm' depends on axioms: [propext, Classical.choice, Quot.sound]
'SymmetricRankOne.sr1_positive_iff' depends on axioms: [propext, Classical.choice, Quot.sound]
'SymmetricRankOne.sr1_counterexample' depends on axioms: [propext, Classical.choice, Quot.sound]
'SymmetricRankOne.positive_secant_matrix' depends on axioms: [propext, Classical.choice, Quot.sound]
```

## From the quadratic form to the criterion

`rank_one_mulVec` computes the action of the correction on a vector. It yields the secant equation in `sr1_secant` and the formula for \(x^TB'x\) in `sr1_form`; `sr1_isSymm` checks symmetry entry by entry.

`form_cauchy_schwarz` treats \(w=0\) separately. Otherwise it evaluates the nonnegative form on \((w^TBw)x-(x^TBw)w\), which gives

\[
0\le(w^TBw)\left[(w^TBw)(x^TBx)-(x^TBw)^2\right],
\]

and cancels the positive factor.

In `sr1_positive_iff`, `hd`, `hq` and `hBw` record the identities for \(d\), \(q+d\) and \(Bw\). Both directions split on the sign of \(d\). For necessity with \(d<0\), Lean assumes \(q+d\ge0\), deduces \(q^2/d\le-q\), and contradicts positivity on \(w\). For sufficiency, Cauchy–Schwarz bounds the negative correction.

`sr1_example_eq` evaluates the four entries, and the counter-example then tests \((0,1)\). `positive_secant_matrix` completes the square: if the form were not positive, both squares would vanish, forcing \(x=0\).
